# Rigid rods under inverse-power surface attraction: the preferred tilt depends on whether the centre or the contact height is fixed

Take two equal sites at offsets $\pm a$ from the centre of a rod, with $a>0$. Tilting the rod out of the surface plane by an angle $\theta$ moves them to heights $h\pm sa$, where $h$ is the height of the centre and $s=\sin\theta$. If each site contributes $-1/\text{height}^3$, the descending site gains more attraction than the rising one loses, because the inverse cube is convex. Tilting lowers the energy. If the lower site is held at $h$ instead, the heights are $h$ and $h+2sa$. Nothing descends, and tilting raises the energy.

## Convexity against monotonicity

For finitely many sites with offsets $x_k$, let

$$E(s)=-\sum_k \frac{1}{(h+s x_k)^n},\qquad h>0,\quad n\ge 1 .$$

Suppose the offsets are not all zero. If $\sum_k x_k\le 0$, then $E$ strictly decreases over the $s\ge 0$ that keep all heights positive. If all $x_k\ge 0$, it strictly increases on $s\ge 0$.

**Tangent bound.** Let $a,b>0$ now be two different heights, and $r=a/b$. Bernoulli's inequality gives $r^n\ge 1+n(r-1)$, and $r+1/r>2$ gives $r-1>1-1/r$. Hence $r^n>1+n(1-b/a)$, and dividing by $a^n$ yields

$$\frac1{b^n}>\frac1{a^n}-\frac{n(b-a)}{a^{n+1}} .$$

**One site.** Let $0\le s<t$, $x\neq0$ and $h+tx>0$. Then $h+sx>0$ too, since this height lies between $h$ and $h+tx$ or equals $h$. Put $a=h+sx$ and $b=h+tx$, so that $b-a=(t-s)x$. For either sign of $x$,

$$\frac{x}{(h+sx)^{n+1}}\le\frac{x}{h^{n+1}} :$$

a positive $x$ is divided by something at least as large as $h^{n+1}$, a negative $x$ by something at most as large. Therefore

$$\frac1{(h+tx)^n}>\frac1{(h+sx)^n}-\frac{n(t-s)}{h^{n+1}}\,x .$$

**Sum.** Sites with $x_k=0$ give equality, and at least one site gives strict inequality, so

$$-E(t)>-E(s)-\frac{n(t-s)}{h^{n+1}}\sum_k x_k\ \ge\ -E(s)$$

when $\sum_k x_k\le0$. Thus $E(t)<E(s)$.

**Contact.** If all $x_k\ge0$, no height falls as $s$ grows and at least one rises, so the total attraction weakens.

**Initial slope.** Differentiation gives $E'(0)=n\sum_k x_k/h^{n+1}$. This vanishes when the offsets are measured from their mean, and the decrease then comes from the curvature.

In a rigid tilt scan, the choice between a fixed centre and a fixed contact height enters as the pivot of the rotation. With $n=3$, two sites at $\pm1$ and the pivot at height $4$, the flat rod has $E=-2/64\approx-0.0313$. Upright, it has $-(1/27+1/125)\approx-0.0450$ when pivoted at its centre, but $-(1/64+1/216)\approx-0.0203$ when pivoted at its lower site.

## From one site to the tilt angle in Lean

The finite type `ι` labels the sites.

```lean
import Mathlib

open Finset

namespace SurfaceTilt

noncomputable section

variable {ι : Type*} [Fintype ι]
```

The energy is in units of a site strength common to all sites, so the centre is the unweighted mean of the offsets. The exponent $n=3$ represents pairwise $-1/r^6$ dispersion integrated over a uniform half-space. The model is additive and leaves out repulsion and surface corrugation.

```lean
/-- Attraction energy, in units of the site strength, of sites at heights `h + s * x k` above a
surface, each contributing `-1 / height ^ n`; here `s` is the sine of the tilt angle out of the
surface plane, and all heights are meant to be positive. Pairwise `-1 / r ^ 6` attraction summed
over a half-space gives `n = 3`. -/
def tiltEnergy (n : ℕ) (h : ℝ) (x : ι → ℝ) (s : ℝ) : ℝ :=
  -∑ k, 1 / (h + s * x k) ^ n
```

The allowed set imposes positive heights but not $s\le1$; that bound enters only with the angles.

```lean
/-- The tilts `s ≥ 0` at which every site lies above the surface. -/
def allowedTilts (h : ℝ) (x : ι → ℝ) : Set ℝ :=
  {s | 0 ≤ s ∧ ∀ k, 0 < h + s * x k}
```

In the tangent bound, `h1` is Bernoulli's inequality and `h2` is $r-1>1-1/r$, obtained from $(a-b)^2/(ab)>0$. The final `calc` divides by $a^n$.

```lean
/-- At positive heights, an inverse power with `n ≠ 0` lies strictly above its tangent line
away from the point of contact. -/
theorem inverse_power_above_tangent {n : ℕ} (hn : n ≠ 0) {a b : ℝ} (ha : 0 < a) (hb : 0 < b)
    (hab : a ≠ b) : 1 / a ^ n - n * (b - a) / a ^ (n + 1) < 1 / b ^ n := by
  have hn' : (0 : ℝ) < n := by exact_mod_cast Nat.pos_of_ne_zero hn
  have hr : 0 < a / b := div_pos ha hb
  -- Bernoulli's inequality for the ratio of heights
  have h1 : 1 + (n : ℝ) * (a / b - 1) ≤ (1 + (a / b - 1)) ^ n :=
    one_add_mul_le_pow (by linarith) n
  have h2 : 1 - b / a < a / b - 1 := by
    have e : a / b - 1 - (1 - b / a) = (a - b) ^ 2 / (a * b) := by
      field_simp
    have p : 0 < (a - b) ^ 2 / (a * b) :=
      div_pos (sq_pos_of_ne_zero (sub_ne_zero.2 hab)) (mul_pos ha hb)
    linarith
  have h3 : 1 + (n : ℝ) * (1 - b / a) < (a / b) ^ n := by
    have h4 := mul_lt_mul_of_pos_left h2 hn'
    rw [add_sub_cancel] at h1
    linarith
  calc 1 / a ^ n - n * (b - a) / a ^ (n + 1)
      = (1 + (n : ℝ) * (1 - b / a)) * (1 / a ^ n) := by field_simp; ring
    _ < (a / b) ^ n * (1 / a ^ n) := mul_lt_mul_of_pos_right h3 (by positivity)
    _ = 1 / b ^ n := by rw [div_pow]; field_simp
```

For one site, `T` is the tangent bound and `key` the comparison of slopes, split by the sign of `x`.

```lean
/-- When the tilt grows from `s ≥ 0` to `t`, a site with offset `x ≠ 0` that stays above the surface
ends with an inverse power (`n ≠ 0`) strictly greater than its value at `s` plus the linear change
estimated with the slope at the reference height `h > 0`. -/
theorem site_gain {n : ℕ} (hn : n ≠ 0) {h s t x : ℝ} (hh : 0 < h) (hs : 0 ≤ s) (hst : s < t)
    (ht : 0 < h + t * x) (hx : x ≠ 0) :
    1 / (h + s * x) ^ n - n * (t - s) / h ^ (n + 1) * x < 1 / (h + t * x) ^ n := by
  have hts : 0 < t - s := sub_pos.2 hst
  have ha : 0 < h + s * x := by
    rcases le_total 0 x with h0 | h0
    · have := mul_nonneg hs h0
      linarith
    · nlinarith [mul_nonneg hts.le (neg_nonneg.2 h0)]
  have hne : h + s * x ≠ h + t * x := by
    intro e
    exact mul_ne_zero hts.ne' hx (by linear_combination -e)
  have T := inverse_power_above_tangent hn ha ht hne
  -- the slope at the current height is compared with the slope at `h`
  have key : x / (h + s * x) ^ (n + 1) ≤ x / h ^ (n + 1) := by
    rw [div_le_div_iff₀ (pow_pos ha _) (pow_pos hh _)]
    rcases le_total 0 x with h0 | h0
    · exact mul_le_mul_of_nonneg_left
        (pow_le_pow_left₀ hh.le (by linarith [mul_nonneg hs h0]) _) h0
    · exact mul_le_mul_of_nonpos_left
        (pow_le_pow_left₀ ha.le (by nlinarith [mul_nonneg hs (neg_nonneg.2 h0)]) _) h0
  have K := mul_le_mul_of_nonneg_left key (mul_nonneg (Nat.cast_nonneg (α := ℝ) n) hts.le)
  have e1 : (n : ℝ) * (h + t * x - (h + s * x)) / (h + s * x) ^ (n + 1)
      = n * (t - s) * (x / (h + s * x) ^ (n + 1)) := by
    rw [show h + t * x - (h + s * x) = (t - s) * x by ring, ← mul_assoc, mul_div_assoc]
  have e2 : (n : ℝ) * (t - s) / h ^ (n + 1) * x = n * (t - s) * (x / h ^ (n + 1)) := by ring
  rw [e1] at T
  rw [e2]
  linarith
```

`Finset.sum_lt_sum` asks for a weak inequality at every site and a strict one somewhere. `StrictAntiOn` says that the larger of any two allowed tilts has the lower energy.

```lean
/-- Fixed reference height `h > 0`: if the offsets are not all zero and their sum is zero or
negative, the energy (`n ≠ 0`) strictly decreases with tilt `s ≥ 0` while all sites stay above the
surface. -/
theorem fixed_centre_strictAntiOn {n : ℕ} (hn : n ≠ 0) {h : ℝ} (hh : 0 < h) {x : ι → ℝ}
    (hx : ∃ k, x k ≠ 0) (hsum : ∑ k, x k ≤ 0) :
    StrictAntiOn (tiltEnergy n h x) (allowedTilts h x) := by
  intro s hs t ht hst
  have hlt : ∑ k, (1 / (h + s * x k) ^ n - n * (t - s) / h ^ (n + 1) * x k)
      < ∑ k, 1 / (h + t * x k) ^ n := by
    apply Finset.sum_lt_sum
    · intro k _
      by_cases hk : x k = 0
      · simp [hk]
      · exact (site_gain hn hh hs.1 hst (ht.2 k) hk).le
    · obtain ⟨k, hk⟩ := hx
      exact ⟨k, mem_univ k, site_gain hn hh hs.1 hst (ht.2 k) hk⟩
  -- the linear terms add up to a multiple of the sum of offsets
  rw [Finset.sum_sub_distrib, ← Finset.mul_sum] at hlt
  have hc : 0 ≤ (n : ℝ) * (t - s) / h ^ (n + 1) :=
    div_nonneg (mul_nonneg (Nat.cast_nonneg n) (sub_pos.2 hst).le) (pow_pos hh _).le
  have hlin := mul_nonpos_iff.mpr (Or.inl ⟨hc, hsum⟩)
  unfold tiltEnergy
  linarith
```

Fixed contact is the case of the next theorem in which the lowest site has offset zero.

```lean
/-- Fixed reference height `h > 0`: if no offset is negative and some offset is positive, the energy
(`n ≠ 0`) strictly increases with tilt `s ≥ 0`. -/
theorem fixed_contact_strictMonoOn {n : ℕ} (hn : n ≠ 0) {h : ℝ} (hh : 0 < h) {x : ι → ℝ}
    (hx0 : ∀ k, 0 ≤ x k) (hx : ∃ k, 0 < x k) :
    StrictMonoOn (tiltEnergy n h x) (Set.Ici 0) := by
  intro s hs t _ hst
  have hs0 : 0 ≤ s := hs
  have ha : ∀ k, 0 < h + s * x k := fun k => by linarith [mul_nonneg hs0 (hx0 k)]
  apply neg_lt_neg
  apply Finset.sum_lt_sum
  · intro k _
    have hle := mul_le_mul_of_nonneg_right hst.le (hx0 k)
    exact one_div_le_one_div_of_le (pow_pos (ha k) n)
      (pow_le_pow_left₀ (ha k).le (by linarith) n)
  · obtain ⟨k, hk⟩ := hx
    have hlt := mul_lt_mul_of_pos_right hst hk
    exact ⟨k, mem_univ k, one_div_lt_one_div_of_lt (pow_pos (ha k) n)
      (pow_lt_pow_left₀ (by linarith) (ha k).le hn)⟩
```

The slope is found site by site and then summed.

```lean
/-- For `h > 0`, the slope of the energy at zero tilt is `n / h ^ (n + 1)` times the sum of the
offsets. -/
theorem initial_slope (n : ℕ) {h : ℝ} (hh : 0 < h) (x : ι → ℝ) :
    HasDerivAt (tiltEnergy n h x) (n / h ^ (n + 1) * ∑ k, x k) 0 := by
  have hk : ∀ k, HasDerivAt (fun s : ℝ => 1 / (h + s * x k) ^ n)
      (-(n / h ^ (n + 1) * x k)) 0 := by
    intro k
    have h1 : HasDerivAt (fun s : ℝ => h + s * x k) (x k) 0 := by
      simpa using ((hasDerivAt_id' (0 : ℝ)).mul_const (x k)).const_add h
    have hne : (h + 0 * x k) ^ n ≠ 0 := by
      rw [zero_mul, add_zero]
      exact (pow_pos hh n).ne'
    refine ((hasDerivAt_const (0 : ℝ) (1 : ℝ)).fun_div (h1.fun_pow n) hne).congr_deriv ?_
    rcases n with _ | m
    · simp
    · simp only [zero_mul, add_zero, Nat.add_sub_cancel, zero_sub, one_mul]
      field_simp
      ring
  refine (HasDerivAt.fun_sum (u := Finset.univ) fun k _ => hk k).fun_neg.congr_deriv ?_
  rw [Finset.sum_neg_distrib, neg_neg, Finset.mul_sum]
```

The last theorem compares two angles in $[0,\pi/2]$, where the sine increases. Holding site `j` at `h` replaces the offsets by `x k - x j`. It stands for a lowest site resting against the surface's short-range repulsion, which the energy itself omits. `hup` finds a site above `j`: otherwise all offsets would be equal and, summing to zero, would vanish. Both heights are prescribed, so the theorem does not determine the orientation of a molecule free to adjust its height.

```lean
/-- Reversal of the preferred tilt: take `n ≠ 0` and offsets that sum to zero but do not all vanish,
with lowest site `j`, and angles `0 ≤ θ < φ ≤ π / 2`. With the centre held at `h > 0` and all sites
above the surface at `φ`, the angle `φ` has the lower energy; with site `j` held at `h`, the angle
`θ` has the lower energy. -/
theorem preferred_tilt_reverses {n : ℕ} (hn : n ≠ 0) {h : ℝ} (hh : 0 < h) {x : ι → ℝ}
    (hx : ∃ k, x k ≠ 0) (hsum : ∑ k, x k = 0) {j : ι} (hj : ∀ k, x j ≤ x k)
    {θ φ : ℝ} (hθ : 0 ≤ θ) (hθφ : θ < φ) (hφ : φ ≤ Real.pi / 2)
    (habove : ∀ k, 0 < h + Real.sin φ * x k) :
    tiltEnergy n h x (Real.sin φ) < tiltEnergy n h x (Real.sin θ) ∧
      tiltEnergy n h (fun k => x k - x j) (Real.sin θ)
        < tiltEnergy n h (fun k => x k - x j) (Real.sin φ) := by
  have hpi := Real.pi_pos
  have hs : 0 ≤ Real.sin θ := Real.sin_nonneg_of_nonneg_of_le_pi hθ (by linarith)
  have hst : Real.sin θ < Real.sin φ :=
    Real.sin_lt_sin_of_lt_of_le_pi_div_two (by linarith) hφ hθφ
  have ht : 0 ≤ Real.sin φ := hs.trans hst.le
  constructor
  · -- heights are positive at the smaller tilt as well
    have hθabove : ∀ k, 0 < h + Real.sin θ * x k := by
      intro k
      rcases le_total 0 (x k) with h0 | h0
      · linarith [mul_nonneg hs h0]
      · nlinarith [habove k, mul_nonneg (sub_pos.2 hst).le (neg_nonneg.2 h0)]
    exact fixed_centre_strictAntiOn hn hh hx hsum.le ⟨hs, hθabove⟩ ⟨ht, habove⟩ hst
  · -- a centred molecule with a non-zero offset has a site above its lowest one
    have hup : ∃ k, 0 < x k - x j := by
      by_contra hcon
      push Not at hcon
      have heq : ∀ k, x k = x j := fun k => le_antisymm (by linarith [hcon k]) (hj k)
      have hcard : (Fintype.card ι : ℝ) ≠ 0 := by
        exact_mod_cast (Fintype.card_pos_iff.2 ⟨j⟩).ne'
      have hz : (Fintype.card ι : ℝ) * x j = 0 := by
        rw [← hsum, Finset.sum_congr rfl fun k _ => heq k, Finset.sum_const,
          Finset.card_univ, nsmul_eq_mul]
      obtain ⟨k, hk⟩ := hx
      exact hk ((heq k).trans ((mul_eq_zero.1 hz).resolve_left hcard))
    exact fixed_contact_strictMonoOn hn hh (fun k => sub_nonneg.2 (hj k)) hup hs ht hst

end

end SurfaceTilt
```

```lean
#print axioms SurfaceTilt.initial_slope
#print axioms SurfaceTilt.preferred_tilt_reverses
```

```
'SurfaceTilt.initial_slope' depends on axioms: [propext, Classical.choice, Quot.sound]
'SurfaceTilt.preferred_tilt_reverses' depends on axioms: [propext, Classical.choice, Quot.sound]
```
